# For η > 0, the integral of 1/(η − i r cos φ) over a full turn equals 2π/√(η² + r²)

The theorem `angular_inv` states that for real η > 0 and any real r, the integral of 1/(η − i r cos φ) over φ from 0 to 2π is the real number 2π/√(η² + r²). The integral is not divided by 2π. The denominator `rate η r φ` is a complex radial decay rate in direction φ, with real part η. With R = √(η² + r²), the attempt writes an explicit antiderivative, with an arctangent in the real part and a difference of logarithms in the imaginary part. It sets out to check the derivative in `hF` and then to evaluate the integral with `intervalIntegral.integral_eq_sub_of_hasDerivAt`.

An attempt in Lean 4 with a fault in it:

```lean
import Mathlib

open MeasureTheory Set Filter Topology
open Complex (I)
open scoped Real

namespace DiracConeTransform

noncomputable section

/-- The complex radial decay rate `η - i r cos φ` in direction `φ`. -/
def rate (η r φ : ℝ) : ℂ := η - I * r * (Real.cos φ : ℝ)

/-- The real part of the radial decay rate is `η`. -/
theorem rate_re (η r φ : ℝ) : (rate η r φ).re = η := by simp [rate]

/-- For `η > 0`, the integral of `1 / (η - i r cos φ)` over a full turn is `2π / √(η² + r²)`. -/
theorem angular_inv {η : ℝ} (hη : 0 < η) (r : ℝ) :
    ∫ φ in (0 : ℝ)..(2 * π), 1 / rate η r φ = ((2 * π / √(η ^ 2 + r ^ 2) : ℝ) : ℂ) := by
  obtain ⟨R, hRe⟩ : ∃ R, R = √(η ^ 2 + r ^ 2) := ⟨_, rfl⟩
  rw [← hRe]
  have hR : R ^ 2 = η ^ 2 + r ^ 2 := by rw [hRe]; exact Real.sq_sqrt (by positivity)
  have hR0 : 0 < R := by rw [hRe]; positivity
  have hd : 0 ≤ R - η := by
    by_contra h
    have h' : 0 < η - R := by linarith [not_le.1 h]
    nlinarith [sq_nonneg r, mul_pos h' (add_pos hη hR0)]
  have hD : ∀ φ, rate η r φ ≠ 0 := fun φ h => by
    have := rate_re η r φ; rw [h] at this; exact hη.ne this
  have key : ∀ n M W N : ℝ, M ≠ 0 → N ≠ 0 → M ^ 2 + n ^ 2 = N → W = N - η * R →
      (1 - 1 / (1 + (n / M) ^ 2) * (W / M ^ 2)) / R = η / N := by
    intro n M W N hM hN h1 h2
    rw [div_pow, one_add_div (pow_ne_zero 2 hM), h1, h2]
    field_simp <;> ring
  have key2 : ∀ p q t : ℝ, 0 < p → 0 < q → p + q = 2 * R →
      (t / p - -t / q) / (2 * R) = t / (p * q) := by
    intro p q t hp hq h
    have := (add_pos hp hq).ne'
    rw [← h]
    field_simp <;> ring
  have hF : ∀ φ, HasDerivAt (fun x : ℝ =>
      (((x - Real.arctan ((R - η) * (Real.sin x * Real.cos x)
        / (η + (R - η) * (Real.cos x * Real.cos x)))) / R : ℝ) : ℂ) + I *
      (((Real.log (R + r * Real.sin x) - Real.log (R - r * Real.sin x)) / (2 * R) : ℝ) : ℂ))
      (1 / rate η r φ) φ := fun φ => by
    have hs := Real.hasDerivAt_sin φ
    have hc := Real.hasDerivAt_cos φ
    have hsc := Real.sin_sq_add_cos_sq φ
    have hN : 0 < η ^ 2 + r ^ 2 * Real.cos φ ^ 2 := by positivity
    have hM : 0 < η + (R - η) * (Real.cos φ * Real.cos φ) :=
      add_pos_of_pos_of_nonneg hη (mul_nonneg hd (mul_self_nonneg _))
    -- real part: derivative `η / (η² + r² cos² φ)`
    have hP := (((hasDerivAt_id' φ).fun_sub ((((hs.fun_mul hc).const_mul (R - η)).fun_div
      (((hc.fun_mul hc).const_mul (R - η)).const_add η) hM.ne').arctan)).div_const R).congr_deriv
      (key _ _ _ _ hM.ne' hN.ne'
        (by linear_combination (R - η) ^ 2 * Real.cos φ ^ 2 * hsc + Real.cos φ ^ 2 * hR)
        (by linear_combination
          (R - η) * ((R - η) * Real.cos φ ^ 2 - η) * hsc + Real.cos φ ^ 2 * hR))
    -- imaginary part: derivative `r cos φ / (η² + r² cos² φ)`
    have hq : (R + r * Real.sin φ) * (R - r * Real.sin φ) = η ^ 2 + r ^ 2 * Real.cos φ ^ 2 := by
      linear_combination hR - r ^ 2 * hsc
    have hb := abs_lt_of_sq_lt_sq' (show (r * Real.sin φ) ^ 2 < R ^ 2 by nlinarith) hR0.le
    have hp : 0 < R + r * Real.sin φ := by linarith [hb.1]
    have hm : 0 < R - r * Real.sin φ := by linarith [hb.2]
    have hQ := (((((hs.const_mul r).const_add R).log hp.ne').fun_sub
      (((hs.const_mul r).const_sub R).log hm.ne')).div_const (2 * R)).congr_deriv
      (key2 _ _ _ hp hm (by ring))
    refine (hP.ofReal_comp.fun_add (hQ.ofReal_comp.const_mul I)).congr_deriv ?_
    rw [hq, Complex.ofReal_div, Complex.ofReal_div, ← mul_div_assoc, ← add_div,
      div_eq_div_iff (Complex.ofReal_ne_zero.2 hN.ne') (hD φ)]
    simp only [rate, Complex.ofReal_add, Complex.ofReal_mul, Complex.ofReal_pow]
    linear_combination (-(r : ℂ) ^ 2 * ((Real.cos φ : ℝ) : ℂ) ^ 2) * Complex.I_sq
  have hc : Continuous fun φ => 1 / rate η r φ :=
    continuous_const.div (by unfold rate; fun_prop) hD
  rw [intervalIntegral.integral_eq_sub_of_hasDerivAt (fun φ _ => hF φ)
    (hc.intervalIntegrable _ _)]
  simp

end

end DiracConeTransform
```

Messages:

```
Main.lean:57:30: error: unexpected token '('; expected ')', ',' or ':'
Main.lean:57:12: error: ring failed, ring expressions not equal
η : ℝ
hη : 0 < η
r R : ℝ
hRe : R = √(η ^ 2 + r ^ 2)
hR : R ^ 2 = η ^ 2 + r ^ 2
hR0 : 0 < R
hd : 0 ≤ R - η
hD : ∀ (φ : ℝ), rate η r φ ≠ 0
key :
  ∀ (n M W N : ℝ),
    M ≠ 0 → N ≠ 0 → M ^ 2 + n ^ 2 = N → W = N - η * R → (1 - 1 / (1 + (n / M) ^ 2) * (W / M ^ 2)) / R = η / N
key2 : ∀ (p q t : ℝ), 0 < p → 0 < q → p + q = 2 * R → (t / p - -t / q) / (2 * R) = t / (p * q)
φ : ℝ
hs : HasDerivAt Real.sin (Real.cos φ) φ
hc : HasDerivAt Real.cos (-Real.sin φ) φ
hsc : Real.sin φ ^ 2 + Real.cos φ ^ 2 = 1
hN : 0 < η ^ 2 + r ^ 2 * Real.cos φ ^ 2
hM : 0 < η + (R - η) * (Real.cos φ * Real.cos φ)
⊢ R * η + R * η * Real.cos φ ^ 2 - R * η * Real.cos φ ^ 2 * Real.sin φ ^ 2 * 2 - R * η * Real.cos φ ^ 4 * 2 -
                      R * η * Real.sin φ ^ 2 +
                    R ^ 2 * Real.cos φ ^ 2 * Real.sin φ ^ 2 +
                  R ^ 2 * Real.cos φ ^ 4 -
                η ^ 2 -
              η ^ 2 * Real.cos φ ^ 2 +
            η ^ 2 * Real.cos φ ^ 2 * Real.sin φ ^ 2 +
          η ^ 2 * Real.cos φ ^ 4 +
        η ^ 2 * Real.sin φ ^ 2 -
      Real.cos φ ^ 2 * r ^ 2 =
    0
Main.lean:45:37: error: unsolved goals
η : ℝ
hη : 0 < η
r R : ℝ
hRe : R = √(η ^ 2 + r ^ 2)
hR : R ^ 2 = η ^ 2 + r ^ 2
hR0 : 0 < R
hd : 0 ≤ R - η
hD : ∀ (φ : ℝ), rate η r φ ≠ 0
key :
  ∀ (n M W N : ℝ),
    M ≠ 0 → N ≠ 0 → M ^ 2 + n ^ 2 = N → W = N - η * R → (1 - 1 / (1 + (n / M) ^ 2) * (W / M ^ 2)) / R = η / N
key2 : ∀ (p q t : ℝ), 0 < p → 0 < q → p + q = 2 * R → (t / p - -t / q) / (2 * R) = t / (p * q)
φ : ℝ
hs : HasDerivAt Real.sin (Real.cos φ) φ
hc : HasDerivAt Real.cos (-Real.sin φ) φ
hsc : Real.sin φ ^ 2 + Real.cos φ ^ 2 = 1
hN : 0 < η ^ 2 + r ^ 2 * Real.cos φ ^ 2
hM : 0 < η + (R - η) * (Real.cos φ * Real.cos φ)
hP :
  HasDerivAt
    (fun x => (x - Real.arctan ((R - η) * (Real.sin x * Real.cos x) / (η + (R - η) * (Real.cos x * Real.cos x)))) / R)
    (η / (η ^ 2 + r ^ 2 * Real.cos φ ^ 2)) φ
⊢ HasDerivAt
    (fun x =>
      ↑((x - Real.arctan ((R - η) * (Real.sin x * Real.cos x) / (η + (R - η) * (Real.cos x * Real.cos x)))) / R) +
        I * ↑((Real.log (R + r * Real.sin x) - Real.log (R - r * Real.sin x)) / (2 * R)))
    (1 / rate η r φ) φ
Main.lean:19:86: error: unsolved goals
η : ℝ
hη : 0 < η
r R : ℝ
hRe : R = √(η ^ 2 + r ^ 2)
hR : R ^ 2 = η ^ 2 + r ^ 2
hR0 : 0 < R
hd : 0 ≤ R - η
hD : ∀ (φ : ℝ), rate η r φ ≠ 0
key :
  ∀ (n M W N : ℝ),
    M ≠ 0 → N ≠ 0 → M ^ 2 + n ^ 2 = N → W = N - η * R → (1 - 1 / (1 + (n / M) ^ 2) * (W / M ^ 2)) / R = η / N
key2 : ∀ (p q t : ℝ), 0 < p → 0 < q → p + q = 2 * R → (t / p - -t / q) / (2 * R) = t / (p * q)
hF :
  ∀ (φ : ℝ),
    HasDerivAt
      (fun x =>
        ↑((x - Real.arctan ((R - η) * (Real.sin x * Real.cos x) / (η + (R - η) * (Real.cos x * Real.cos x)))) / R) +
          I * ↑((Real.log (R + r * Real.sin x) - Real.log (R - r * Real.sin x)) / (2 * R)))
      (1 / rate η r φ) φ
⊢ ∫ (φ : ℝ) in 0..2 * π, 1 / rate η r φ = ↑(2 * π / R)
```

Fix (accepted with no message):

```diff
@@ -32,5 +32,6 @@
     intro n M W N hM hN h1 h2
     rw [div_pow, one_add_div (pow_ne_zero 2 hM), h1, h2]
-    field_simp <;> ring
+    field_simp
+    ring
   have key2 : ∀ p q t : ℝ, 0 < p → 0 < q → p + q = 2 * R →
       (t / p - -t / q) / (2 * R) = t / (p * q) := by
@@ -38,5 +39,6 @@
     have := (add_pos hp hq).ne'
     rw [← h]
-    field_simp <;> ring
+    field_simp
+    ring
   have hF : ∀ φ, HasDerivAt (fun x : ℝ =>
       (((x - Real.arctan ((R - η) * (Real.sin x * Real.cos x)
@@ -55,6 +57,7 @@
       (key _ _ _ _ hM.ne' hN.ne'
         (by linear_combination (R - η) ^ 2 * Real.cos φ ^ 2 * hsc + Real.cos φ ^ 2 * hR)
-        (by linear_combination
-          (R - η) * ((R - η) * Real.cos φ ^ 2 - η) * hsc + Real.cos φ ^ 2 * hR))
+        (by
+          linear_combination (R - η) * ((R - η) * Real.cos φ ^ 2 - η) * hsc
+            + Real.cos φ ^ 2 * hR))
     -- imaginary part: derivative `r cos φ / (η² + r² cos² φ)`
     have hq : (R + r * Real.sin φ) * (R - r * Real.sin φ) = η ^ 2 + r ^ 2 * Real.cos φ ^ 2 := by
```

What went wrong. The fault is layout. On line 57, `linear_combination` starts at column 12, but its argument begins on the next line at column 10, left of the tactic, so it is not read as the argument. The parser takes the tactic as finished, expects the parenthesis to close, and meets `(`: the first message.

The tactic therefore runs with no hypotheses, and `ring` must prove the last premise of `key`, `W = N - η * R`, as a bare polynomial identity. The residual in the second message is the expansion of the intended combination of `hsc` and `hR`, each taken as left side minus right side; it does not vanish without them.

The parse error cuts the proof short. The context at 45:37 ends at `hP`, leaving the goal of `hF` open, and the context at 19:86 ends at `hF`, leaving the integral open.

The repair starts the argument on the same line as `linear_combination` and indents the continuation further right, with the coefficients unchanged. The whole term is then parsed and the rest of the proof is reached. Splitting `field_simp <;> ring` into two lines in `key` and `key2` is tidying; no message concerns it.
